# Geometric error bound for fixed-step iteration of linearized amplitude equations

The theorem `error_bound` concerns finitely many real amplitudes t obeying the linearized equations b + A t = 0, where A is a real symmetric matrix whose quadratic form lies between m and M times the squared length, with 0 < m ≤ M. Each update subtracts s times the residual b + A t, with a fixed step 0 < s < 2/M. The theorem says that after k updates from any start, the squared distance to the solution -A⁻¹b is at most (1 - s m (2 - s M))^k times its initial value. The proof is by induction on k: one update contracts the squared error by the factor 1 - s m (2 - s M), and the induction hypothesis, multiplied by this nonnegative factor, should give the next case.

The failing Lean file:

```lean
import Mathlib

open Matrix Filter Topology

namespace LinearizedAmplitudeIteration

noncomputable section

variable {n : Type*} [Fintype n]

/-- The quadratic form of `A` lies between `m` and `M` times the squared length. -/
def FormBounds (A : Matrix n n ℝ) (m M : ℝ) : Prop :=
  ∀ x : n → ℝ, m * (x ⬝ᵥ x) ≤ x ⬝ᵥ A *ᵥ x ∧ x ⬝ᵥ A *ᵥ x ≤ M * (x ⬝ᵥ x)

/-- One update of the amplitudes: subtract `s` times the residual `b + A t`. -/
def update (A : Matrix n n ℝ) (b : n → ℝ) (s : ℝ) (t : n → ℝ) : n → ℝ :=
  t - s • (b + A *ᵥ t)

/-- The amplitudes after `k` updates from the start `t₀`. -/
def amplitudes (A : Matrix n n ℝ) (b : n → ℝ) (s : ℝ) (t₀ : n → ℝ) : ℕ → n → ℝ
  | 0 => t₀
  | k + 1 => update A b s (amplitudes A b s t₀ k)

/-- The squared length of a real vector is nonnegative. -/
lemma self_dot_nonneg (x : n → ℝ) : 0 ≤ x ⬝ᵥ x :=
  Finset.sum_nonneg fun i _ => mul_self_nonneg (x i)

/-- For a symmetric matrix with form between `m ≥ 0` and `M > 0`, the squared length
of `A x` is at most `M` times the quadratic form at `x`. -/
theorem residual_sq_le {A : Matrix n n ℝ} {m M : ℝ} (hA : A.IsSymm)
    (hB : FormBounds A m M) (hm : 0 ≤ m) (hM : 0 < M) (x : n → ℝ) :
    (A *ᵥ x) ⬝ᵥ (A *ᵥ x) ≤ M * (x ⬝ᵥ A *ᵥ x) := by
  have hsym : x ⬝ᵥ A *ᵥ (A *ᵥ x) = (A *ᵥ x) ⬝ᵥ (A *ᵥ x) := by
    have h : x ᵥ* A = A *ᵥ x := by
      rw [← Matrix.vecMul_transpose, hA.eq]
    rw [Matrix.dotProduct_mulVec, h]
  -- the form is nonnegative at the trial vector `M x - A x`
  have h1 : 0 ≤ (M • x - A *ᵥ x) ⬝ᵥ A *ᵥ (M • x - A *ᵥ x) :=
    le_trans (mul_nonneg hm (self_dot_nonneg _)) (hB _).1
  have h2 := (hB (A *ᵥ x)).2
  simp only [Matrix.mulVec_sub, Matrix.mulVec_smul, sub_dotProduct, dotProduct_sub,
    smul_dotProduct, dotProduct_smul, smul_eq_mul] at h1
  rw [hsym] at h1
  refine le_of_mul_le_mul_left ?_ hM
  nlinarith [h1, h2]

/-- For a symmetric matrix with form between `m` and `M`, where `0 < m ≤ M`, and a step `0 < s < 2 /
M`, the squared length of `x - s A x` is at most `1 - s m (2 - s M)` times that of `x`. -/
theorem error_contracts {A : Matrix n n ℝ} {m M s : ℝ} (hA : A.IsSymm)
    (hB : FormBounds A m M) (hm : 0 < m) (hmM : m ≤ M) (hs : 0 < s) (hsM : s < 2 / M)
    (x : n → ℝ) :
    (x - s • A *ᵥ x) ⬝ᵥ (x - s • A *ᵥ x) ≤ (1 - s * m * (2 - s * M)) * (x ⬝ᵥ x) := by
  have hM : 0 < M := lt_of_lt_of_le hm hmM
  have h2 : 0 ≤ 2 - s * M := by linarith [(lt_div_iff₀ hM).1 hsM]
  have e1 := mul_nonneg (sq_nonneg s) (sub_nonneg.2 (residual_sq_le hA hB hm.le hM x))
  have e2 := mul_nonneg (mul_nonneg hs.le h2) (sub_nonneg.2 (hB x).1)
  simp only [sub_dotProduct, dotProduct_sub, smul_dotProduct, dotProduct_smul, smul_eq_mul]
  rw [dotProduct_comm (A *ᵥ x) x]
  nlinarith [e1, e2]

/-- If `u` solves the linearized equations `b + A u = 0`, an update sends the error
`e = t - u` to `e - s A e`. -/
theorem error_update {A : Matrix n n ℝ} {b u : n → ℝ} (hu : b + A *ᵥ u = 0)
    (s : ℝ) (t : n → ℝ) :
    update A b s t - u = (t - u) - s • A *ᵥ (t - u) := by
  have hb : b = -(A *ᵥ u) := eq_neg_of_add_eq_zero_left hu
  rw [update, Matrix.mulVec_sub, hb]
  module

variable [DecidableEq n]

/-- The linearized amplitudes `-A⁻¹ b`. -/
def linearizedAmplitudes (A : Matrix n n ℝ) (b : n → ℝ) : n → ℝ := -(A⁻¹ *ᵥ b)

/-- When the form of `A` is bounded below by `m > 0`, the linearized amplitudes solve
`b + A t = 0`. -/
theorem linearized_equation {A : Matrix n n ℝ} {m M : ℝ} (hB : FormBounds A m M)
    (hm : 0 < m) (b : n → ℝ) : b + A *ᵥ linearizedAmplitudes A b = 0 := by
  -- a null vector would violate the lower bound
  have hdet : A.det ≠ 0 := by
    intro h0
    obtain ⟨v, hv, hAv⟩ := Matrix.exists_mulVec_eq_zero_iff.2 h0
    have h1 := (hB v).1
    rw [hAv, dotProduct_zero] at h1
    have h2 : v ⬝ᵥ v ≤ 0 := by
      by_contra h
      exact absurd h1 (not_le_of_gt (mul_pos hm (not_le.1 h)))
    exact hv (dotProduct_self_eq_zero.1 (le_antisymm h2 (self_dot_nonneg v)))
  rw [linearizedAmplitudes, Matrix.mulVec_neg, Matrix.mulVec_mulVec,
    Matrix.mul_nonsing_inv _ (isUnit_iff_ne_zero.2 hdet), Matrix.one_mulVec, add_neg_cancel]

/-- After `k` updates the squared distance to the linearized amplitudes is at most
`(1 - s m (2 - s M)) ^ k` times its initial value. -/
theorem error_bound {A : Matrix n n ℝ} {m M s : ℝ} (hA : A.IsSymm)
    (hB : FormBounds A m M) (hm : 0 < m) (hmM : m ≤ M) (hs : 0 < s) (hsM : s < 2 / M)
    (b t₀ : n → ℝ) (k : ℕ) :
    (amplitudes A b s t₀ k - linearizedAmplitudes A b) ⬝ᵥ
        (amplitudes A b s t₀ k - linearizedAmplitudes A b) ≤
      (1 - s * m * (2 - s * M)) ^ k *
        ((t₀ - linearizedAmplitudes A b) ⬝ᵥ (t₀ - linearizedAmplitudes A b)) := by
  have hρ : 0 ≤ 1 - s * m * (2 - s * M) := by
    nlinarith [sq_nonneg (1 - s * m),
      mul_nonneg (mul_nonneg (sq_nonneg s) hm.le) (sub_nonneg.2 hmM)]
  induction k with
  | zero => simp [amplitudes]
  | succ k ih =>
    rw [amplitudes, error_update (linearized_equation hB hm b)]
    refine (error_contracts hA hB hm hmM hs hsM _).trans ?_
    rw [pow_succ', mul_assoc]
    exact mul_le_mul_of_nonneg_left ih hρ

end

end LinearizedAmplitudeIteration
```

The error:

```
Main.lean:110:4: error: Type mismatch
  mul_le_mul_of_nonneg_left ih hρ
has type
  (1 - s * m * (2 - s * M)) *
      (amplitudes A b s t₀ k - linearizedAmplitudes A b) ⬝ᵥ (amplitudes A b s t₀ k - linearizedAmplitudes A b) ≤
    (1 - s * m * (2 - s * M)) *
      ((1 - s * m * (2 - s * M)) ^ k * (t₀ - linearizedAmplitudes A b) ⬝ᵥ (t₀ - linearizedAmplitudes A b))
but is expected to have type
  (1 - s * (m * (2 - s * M))) *
      (amplitudes A b s t₀ k - linearizedAmplitudes A b) ⬝ᵥ (amplitudes A b s t₀ k - linearizedAmplitudes A b) ≤
    (1 - s * (m * (2 - s * M))) * (1 - s * (m * (2 - s * M))) ^ k *
      (t₀ - linearizedAmplitudes A b) ⬝ᵥ (t₀ - linearizedAmplitudes A b)
```

Cause. The message says that the multiplied induction hypothesis does not have the type of the goal. Write ρ for 1 - s * m * (2 - s * M) and D for the initial squared distance. After `pow_succ'` the right side is ρ * ρ ^ k * D, and `mul_assoc` was meant to turn it into ρ * (ρ ^ k * D). But `rw` with no arguments given fixes the pattern at the first match it finds, and here that was the product `s * m * (2 - s * M)` inside ρ. It rewrote every copy of that product to `s * (m * (2 - s * M))` and left the outer product as it was. The goal then differed from the hypothesis in both places, and `exact` does not regroup real products.

The repair drops the rewrite, so the goal keeps ρ as written and its right side stays ρ ^ (k + 1) * D. The multiplied hypothesis gives the bound ρ * (ρ ^ k * D), and `trans_eq` joins to it an equality between this and the goal's right side, which `ring` proves.

This version goes through:

```diff
@@ -107,6 +107,5 @@
     rw [amplitudes, error_update (linearized_equation hB hm b)]
     refine (error_contracts hA hB hm hmM hs hsM _).trans ?_
-    rw [pow_succ', mul_assoc]
-    exact mul_le_mul_of_nonneg_left ih hρ
+    exact (mul_le_mul_of_nonneg_left ih hρ).trans_eq (by ring)
 
 end
```
